# Bounds on the upward shift of a valence level coupled to a ghost below it in a two-state model

The basis is orthonormal, with the valence state first and the ghost second. The valence level is $v$, the ghost level is $v-d$, and $w$ is their real coupling:

$$H=\begin{pmatrix}v&w\\w&v-d\end{pmatrix}.$$

An energy $E$ is a level if $Hx=Ex$ for some nonzero real $x=(x_0,x_1)$. The shift is $s=E-v$.

```lean
import Mathlib

open Matrix Filter Topology

namespace GhostBelowValence

noncomputable section

/-- Hamiltonian of a valence level `v` and a ghost level `v - d` with real coupling `w`,
in an orthonormal two-state basis (valence first, ghost second). -/
def hamiltonian (v d w : ℝ) : Matrix (Fin 2) (Fin 2) ℝ :=
  !![v, w; w, v - d]

/-- The energy levels: all real `E` for which the Hamiltonian has a nonzero eigenvector. -/
def levels (v d w : ℝ) : Set ℝ :=
  {E | ∃ x : Fin 2 → ℝ, x ≠ 0 ∧ hamiltonian v d w *ᵥ x = E • x}

/-- Closed formula for the upper level of the two-state model. -/
def upperLevel (v d w : ℝ) : ℝ :=
  v + (√(d ^ 2 + 4 * w ^ 2) - d) / 2
```

In Lean, `*ᵥ` is the matrix-vector product, `x 0` is the valence amplitude and `x 1` the ghost amplitude. The numbers $v,d,w$ are given; no projectors, radial functions or scattering calculation enter. A ghost is a spurious state that a PAW dataset or a pseudopotential can introduce. If the two basis states are eigenstates of the isolated atom, they are uncoupled there, and $w$ comes from a perturbation such as the surroundings of the atom; $v$ and $v-d$ then include the diagonal elements of that perturbation.

## Orthonormal states with a real coupling

Orthonormality makes this an ordinary eigenvalue problem:

$$s\,x_0=w\,x_1,\qquad (s+d)\,x_1=w\,x_0.$$

Eliminating either amplitude gives $[s(s+d)-w^2]\,x_i=0$ for $i=0,1$. Since $x\neq0$, we get $s(s+d)=w^2$. Conversely, a root of this equation has the eigenvector $(w,s)$ if $w\neq0$, and one of the basis vectors if $w=0$.

```lean
/-- The eigenvalue equation written out for the valence and ghost amplitudes. -/
theorem eigen_iff (v d w E : ℝ) (x : Fin 2 → ℝ) :
    hamiltonian v d w *ᵥ x = E • x ↔
      v * x 0 + w * x 1 = E * x 0 ∧ w * x 0 + (v - d) * x 1 = E * x 1 := by
  rw [funext_iff, Fin.forall_fin_two]
  simp [hamiltonian, Matrix.mulVec, dotProduct, Fin.sum_univ_two]

/-- Secular equation: `E` is a level exactly when its signed distances from the valence level and
from the ghost level multiply to the squared coupling. -/
theorem mem_levels_iff (v d w E : ℝ) :
    E ∈ levels v d w ↔ (E - v) * (E - v + d) = w ^ 2 := by
  change (∃ x : Fin 2 → ℝ, x ≠ 0 ∧ hamiltonian v d w *ᵥ x = E • x) ↔ _
  constructor
  · rintro ⟨x, hx, h⟩
    obtain ⟨h0, h1⟩ := (eigen_iff v d w E x).1 h
    -- the secular determinant annihilates both amplitudes
    have k0 : ((E - v) * (E - v + d) - w ^ 2) * x 0 = 0 := by
      linear_combination (-(E - v + d)) * h0 - w * h1
    have k1 : ((E - v) * (E - v + d) - w ^ 2) * x 1 = 0 := by
      linear_combination (-(E - v)) * h1 - w * h0
    by_contra hne
    have hD : (E - v) * (E - v + d) - w ^ 2 ≠ 0 := sub_ne_zero.2 hne
    apply hx
    rw [funext_iff, Fin.forall_fin_two]
    exact ⟨(mul_eq_zero.1 k0).resolve_left hD, (mul_eq_zero.1 k1).resolve_left hD⟩
  · intro h
    by_cases hw : w = 0
    · -- without coupling the basis states are eigenvectors
      subst hw
      have h' : (E - v) * (E - v + d) = 0 := by linear_combination h
      rcases mul_eq_zero.1 h' with h1 | h1
      · refine ⟨![1, 0], fun hx => one_ne_zero (α := ℝ) (congrFun hx 0),
          (eigen_iff _ _ _ _ _).2 ⟨?_, ?_⟩⟩
        · change v * 1 + 0 * 0 = E * 1
          linear_combination -h1
        · change 0 * 1 + (v - d) * 0 = E * 0
          ring
      · refine ⟨![0, 1], fun hx => one_ne_zero (α := ℝ) (congrFun hx 1),
          (eigen_iff _ _ _ _ _).2 ⟨?_, ?_⟩⟩
        · change v * 0 + 0 * 1 = E * 0
          ring
        · change 0 * 0 + (v - d) * 1 = E * 1
          linear_combination -h1
    · refine ⟨![w, E - v], fun hx => hw (congrFun hx 0),
        (eigen_iff _ _ _ _ _).2 ⟨?_, ?_⟩⟩
      · change v * w + w * (E - v) = E * w
        ring
      · change w * w + (v - d) * (E - v) = E * (E - v)
        linear_combination -h
```

`eigen_iff` writes out the components. In `mem_levels_iff`, the two `linear_combination` steps `k0` and `k1` are the eliminations, and the second half supplies the eigenvectors.

With an overlap $\sigma$ between the states, $0<|\sigma|<1$, the right side becomes $(w-E\sigma)^2$. For $d>0$ and $w=v\sigma\neq0$ the upper level is then exactly $v$, and the positive lower bound below fails.

## The level considered is the upper one

`IsGreatest (levels v d w) E` says that $E$ is a level and that no level lies higher. Such an $E$ always exists: completing the square gives $(2s+d)^2=d^2+4w^2$, whose larger root is

$$s=\tfrac12\left(\sqrt{d^2+4w^2}-d\right).$$

```lean
/-- The closed formula is the greatest energy level of the model. -/
theorem upperLevel_isGreatest (v d w : ℝ) :
    IsGreatest (levels v d w) (upperLevel v d w) := by
  have hr : √(d ^ 2 + 4 * w ^ 2) ^ 2 = d ^ 2 + 4 * w ^ 2 := Real.sq_sqrt (by positivity)
  have hr0 := Real.sqrt_nonneg (d ^ 2 + 4 * w ^ 2)
  constructor
  · rw [mem_levels_iff, upperLevel]
    linear_combination hr / 4
  · intro E hE
    have h := (mem_levels_iff v d w E).1 hE
    have hsq : (2 * (E - v) + d) ^ 2 = √(d ^ 2 + 4 * w ^ 2) ^ 2 := by
      linear_combination 4 * h - hr
    have hle : 2 * (E - v) + d ≤ √(d ^ 2 + 4 * w ^ 2) := by
      by_contra hlt
      push Not at hlt
      nlinarith
    rw [upperLevel]
    linarith
```

Maximality fixes the sign of $s$. The other root of the secular equation is $2v-d-E$, so $2v-d-E\le E$, or $s+d\ge -s$. If $s<0$, then $s+d>0$ and $s(s+d)<0$, which contradicts $s(s+d)=w^2\ge0$. Hence $s\ge0$, for either sign of $d$.

```lean
/-- The upper level is not below `v`, and its shift obeys the secular equation. -/
theorem shift_nonneg {v d w E : ℝ} (hE : IsGreatest (levels v d w) E) :
    0 ≤ E - v ∧ (E - v) * (E - v + d) = w ^ 2 := by
  have h := (mem_levels_iff v d w E).1 hE.1
  -- the other root of the secular equation is the reflected energy
  have h2 : 2 * v - d - E ∈ levels v d w :=
    (mem_levels_iff _ _ _ _).2 (by linear_combination h)
  have h3 := hE.2 h2
  refine ⟨?_, h⟩
  by_contra hneg
  have hlt : E - v < 0 := not_le.1 hneg
  have := mul_neg_of_neg_of_pos hlt (show 0 < E - v + d by linarith)
  linarith [sq_nonneg w]
```

For $d>0$ the lower level has shift at most $-d$, so it violates the lower bound but not the upper one.

## The ghost lies below the valence level

This is the hypothesis `hd : 0 < d`. From $w^2=s^2+sd$,

$$w^2-sd=s^2\ge0,\qquad s(d^2+w^2)-w^2d=s^3\ge0,$$

and division by $d$ and by $d^2+w^2$ gives

$$\frac{w^2d}{d^2+w^2}\le E-v\le\frac{w^2}{d}.$$

```lean
/-- A ghost at distance `d > 0` below the valence level shifts the upper level `E` upward
by at least `w² d / (d² + w²)` and at most `w² / d`. -/
theorem ghost_shift_bounds {v d w E : ℝ} (hd : 0 < d)
    (hE : IsGreatest (levels v d w) E) :
    w ^ 2 * d / (d ^ 2 + w ^ 2) ≤ E - v ∧ E - v ≤ w ^ 2 / d := by
  obtain ⟨h0, h⟩ := shift_nonneg hE
  constructor
  · rw [div_le_iff₀ (by positivity)]
    have e : (E - v) * (d ^ 2 + w ^ 2) - w ^ 2 * d = (E - v) ^ 3 := by
      linear_combination (d - (E - v)) * h
    linarith [pow_nonneg h0 3]
  · rw [le_div_iff₀ hd]
    linarith [sq_nonneg (E - v)]
```

The proof clears the denominators, where it uses `hd`; the identity `e` is the cubic one.

At $d=0$ the shift is $|w|$, linear in the coupling. For $d<0$ the upper level lies at least $|d|$ above $v$, while $w^2/d\le0$, so the upper bound fails.

## Nonzero coupling makes the bounds strict

If $w\ne0$, then $s=0$ would contradict $s(s+d)=w^2$. So $s>0$, and $s^2$ and $s^3$ are positive. For $d>0$ and $w=0$ both bounds and the shift vanish.

```lean
/-- For a ghost below the valence level and nonzero coupling, both bounds on the shift of
the upper level are strict. -/
theorem ghost_shift_bounds_strict {v d w E : ℝ} (hd : 0 < d) (hw : w ≠ 0)
    (hE : IsGreatest (levels v d w) E) :
    w ^ 2 * d / (d ^ 2 + w ^ 2) < E - v ∧ E - v < w ^ 2 / d := by
  obtain ⟨h0, h⟩ := shift_nonneg hE
  have hs : 0 < E - v := by
    refine lt_of_le_of_ne h0 fun h1 => hw ?_
    rw [← h1, zero_mul] at h
    exact pow_eq_zero_iff two_ne_zero |>.1 h.symm
  constructor
  · rw [div_lt_iff₀ (by positivity)]
    have e : (E - v) * (d ^ 2 + w ^ 2) - w ^ 2 * d = (E - v) ^ 3 := by
      linear_combination (d - (E - v)) * h
    linarith [pow_pos hs 3]
  · rw [lt_div_iff₀ hd]
    linarith [pow_pos hs 2]
```

## The same hypotheses in weak coupling

The lower bound also follows from a trial vector, since the energy of a normalised vector cannot exceed the highest level. The trial vector $(d,w)$, divided by its norm $\sqrt{d^2+w^2}$, has energy $v+w^2d/(d^2+w^2)$ when $d>0$. The Lean identity is unnormalised and needs no hypothesis.

```lean
/-- For the unnormalised trial vector `x` with valence amplitude `d` and ghost amplitude `w`, the
quadratic form `x ⬝ᵥ H x` of the Hamiltonian `H` is `v` times the squared norm of `x`, plus `w² d`.
-/
theorem trial_state_energy (v d w : ℝ) :
    ![d, w] ⬝ᵥ (hamiltonian v d w *ᵥ ![d, w]) = v * (![d, w] ⬝ᵥ ![d, w]) + w ^ 2 * d := by
  simp [hamiltonian, Matrix.mulVec, dotProduct, Fin.sum_univ_two]
  ring
```

With $d>0$ and $E$ the upper level, the second-order estimate errs by

$$\frac{w^2}{d}-s=\frac{s^2}{d}\le\frac{w^4}{d^3},$$

where the last step squares $0\le s\le w^2/d$.

```lean
/-- For a ghost below the valence level, the second-order estimate `w² / d` exceeds the true
shift of the upper level by at most `w⁴ / d³`. -/
theorem second_order_error {v d w E : ℝ} (hd : 0 < d)
    (hE : IsGreatest (levels v d w) E) :
    w ^ 2 / d - (E - v) ≤ w ^ 4 / d ^ 3 := by
  obtain ⟨h0, h⟩ := shift_nonneg hE
  have hsq := pow_le_pow_left₀ h0 (ghost_shift_bounds hd hE).2 2
  calc w ^ 2 / d - (E - v) = (E - v) ^ 2 / d := by
        rw [eq_div_iff hd.ne', sub_mul, div_mul_cancel₀ _ hd.ne']
        linear_combination -h
    _ ≤ (w ^ 2 / d) ^ 2 / d := div_le_div_of_nonneg_right hsq hd.le
    _ = w ^ 4 / d ^ 3 := by ring
```

For $w\neq0$, dividing the bounds by $w^2$ squeezes $s/w^2$ between $d/(d^2+w^2)$ and $1/d$. At fixed $d>0$ it therefore tends to $1/d$ as $w\to0$: the shift is quadratic in weak coupling.

```lean
/-- For a ghost at fixed distance `d > 0` below the valence level, the upward shift divided
by `w²` tends to `1 / d` as the coupling `w` tends to zero through nonzero values. -/
theorem weak_coupling_limit (v : ℝ) {d : ℝ} (hd : 0 < d) :
    Tendsto (fun w => (upperLevel v d w - v) / w ^ 2) (𝓝[≠] 0) (𝓝 (1 / d)) := by
  have hc : ContinuousAt (fun w : ℝ => d / (d ^ 2 + w ^ 2)) 0 :=
    ContinuousAt.div continuousAt_const (by fun_prop) (by positivity)
  have hl : Tendsto (fun w : ℝ => d / (d ^ 2 + w ^ 2)) (𝓝[≠] 0)
      (𝓝 (d / (d ^ 2 + 0 ^ 2))) := hc.tendsto.mono_left nhdsWithin_le_nhds
  have e : d / (d ^ 2 + 0 ^ 2) = 1 / d := by
    rw [div_eq_div_iff (by positivity) hd.ne']
    ring
  rw [e] at hl
  -- squeeze between the two bounds, each divided by the squared coupling
  refine tendsto_of_tendsto_of_tendsto_of_le_of_le' hl tendsto_const_nhds ?_ ?_
  · filter_upwards [self_mem_nhdsWithin] with w hw
    have hw' : w ≠ 0 := hw
    rw [le_div_iff₀ (by positivity)]
    calc d / (d ^ 2 + w ^ 2) * w ^ 2 = w ^ 2 * d / (d ^ 2 + w ^ 2) := by ring
      _ ≤ _ := (ghost_shift_bounds hd (upperLevel_isGreatest v d w)).1
  · filter_upwards [self_mem_nhdsWithin] with w hw
    have hw' : w ≠ 0 := hw
    rw [div_le_iff₀ (by positivity)]
    calc upperLevel v d w - v ≤ w ^ 2 / d :=
          (ghost_shift_bounds hd (upperLevel_isGreatest v d w)).2
      _ = 1 / d * w ^ 2 := by ring
```

Finally, $(s+d)x_1=w\,x_0$ and $s+d\ge d>0$ give $x_1^2\le(w/d)^2x_0^2$. For a normalised eigenvector the ghost weight is thus at most $w^2/(d^2+w^2)$. Maximality matters here too: at $w=0$ the lower eigenvector is pure ghost.

```lean
/-- For a ghost below the valence level, the ghost weight in an eigenvector of the upper
level is at most `(w / d)²` times the valence weight. -/
theorem ghost_admixture {v d w E : ℝ} (hd : 0 < d) (hE : IsGreatest (levels v d w) E)
    {x : Fin 2 → ℝ} (hx : hamiltonian v d w *ᵥ x = E • x) :
    x 1 ^ 2 ≤ (w / d) ^ 2 * x 0 ^ 2 := by
  have h0 := (shift_nonneg hE).1
  have k : (E - v + d) * x 1 = w * x 0 := by
    linear_combination -((eigen_iff v d w E x).1 hx).2
  rw [div_pow, div_mul_eq_mul_div, le_div_iff₀ (by positivity)]
  calc x 1 ^ 2 * d ^ 2 ≤ x 1 ^ 2 * (E - v + d) ^ 2 :=
        mul_le_mul_of_nonneg_left (pow_le_pow_left₀ hd.le (by linarith) 2) (sq_nonneg _)
    _ = w ^ 2 * x 0 ^ 2 := by
        linear_combination ((E - v + d) * x 1 + w * x 0) * k

end

end GhostBelowValence
```

```lean
#print axioms GhostBelowValence.ghost_shift_bounds_strict
#print axioms GhostBelowValence.second_order_error
#print axioms GhostBelowValence.weak_coupling_limit
#print axioms GhostBelowValence.ghost_admixture
```

```
'GhostBelowValence.ghost_shift_bounds_strict' depends on axioms: [propext, Classical.choice, Quot.sound]
'GhostBelowValence.second_order_error' depends on axioms: [propext, Classical.choice, Quot.sound]
'GhostBelowValence.weak_coupling_limit' depends on axioms: [propext, Classical.choice, Quot.sound]
'GhostBelowValence.ghost_admixture' depends on axioms: [propext, Classical.choice, Quot.sound]
```
